# A normalised real state of minimal energy on a finite lattice with real symmetric hopping solves the stationary Schrödinger equation

The model is one particle on a finite, nonempty lattice, with a real symmetric hopping matrix `T` and a real on-site potential `v`; its Hamiltonian H is `T` plus the diagonal matrix of `v`. The ground energy E is the infimum of the energy expectation value over normalised real states. The theorem `schrodinger_of_minimal` says that if a normalised real state φ has energy E, then Hφ = Eφ. The attempt sets r = Hφ − Eφ and applies the Rayleigh-Ritz bound to φ + tr for every real t. This should give a quadratic in t that is never negative, whose discriminant then forces r to vanish.

An attempt in Lean 4 with a fault in it:

```lean
import Mathlib

open Matrix

namespace SchrodingerOfMinimal

noncomputable section

variable {n : Type*} [Fintype n] [DecidableEq n]

/-- The one-particle lattice Hamiltonian: hopping matrix `T` plus on-site potential `v`. -/
def hamiltonian (T : Matrix n n ℝ) (v : n → ℝ) : Matrix n n ℝ := T + diagonal v

/-- The energy expectation values of all normalised real states. -/
def energies (T : Matrix n n ℝ) (v : n → ℝ) : Set ℝ :=
  {e | ∃ ψ : n → ℝ, ψ ⬝ᵥ ψ = 1 ∧ e = ψ ⬝ᵥ hamiltonian T v *ᵥ ψ}

/-- The ground energy `E(v)`: the infimum of the energy over normalised real states. -/
def groundEnergy (T : Matrix n n ℝ) (v : n → ℝ) : ℝ := sInf (energies T v)

/-- The energy expectation value is a hopping part plus the potential weighted by the density. -/
theorem expectation_eq (T : Matrix n n ℝ) (v x : n → ℝ) :
    x ⬝ᵥ hamiltonian T v *ᵥ x =
      ∑ i, ∑ j, T i j * (x i * x j) + ∑ i, v i * x i ^ 2 := by
  have h : ∀ i, (hamiltonian T v *ᵥ x) i = ∑ j, T i j * x j + v i * x i := by
    intro i
    rw [hamiltonian, Matrix.add_mulVec, Pi.add_apply, Matrix.mulVec_diagonal]
    rfl
  simp only [dotProduct, h, mul_add, Finset.sum_add_distrib, Finset.mul_sum]
  congr 1
  · exact Finset.sum_congr rfl fun i _ => Finset.sum_congr rfl fun j _ => by ring
  · exact Finset.sum_congr rfl fun i _ => by ring

/-- On a nonempty lattice the ground energy is attained by a normalised state. -/
theorem groundEnergy_isLeast [Nonempty n] (T : Matrix n n ℝ) (v : n → ℝ) :
    IsLeast (energies T v) (groundEnergy T v) := by
  -- the unit sphere is compact
  have hc : IsCompact {ψ : n → ℝ | ψ ⬝ᵥ ψ = 1} := by
    refine IsCompact.of_isClosed_subset
      (isCompact_Icc (a := fun _ : n => (-1 : ℝ)) (b := fun _ => 1)) ?_ ?_
    · refine isClosed_eq ?_ continuous_const
      simp only [dotProduct]
      fun_prop
    · intro ψ hψ
      have hb : ∀ i, ψ i * ψ i ≤ 1 := fun i =>
        (Finset.single_le_sum (f := fun i => ψ i * ψ i)
          (fun j _ => mul_self_nonneg (ψ j)) (Finset.mem_univ i)).trans_eq hψ
      exact ⟨fun i => by nlinarith [hb i], fun i => by nlinarith [hb i]⟩
  have hne : {ψ : n → ℝ | ψ ⬝ᵥ ψ = 1}.Nonempty :=
    ⟨Pi.single (Classical.arbitrary n) 1, by simp⟩
  have hcont : Continuous fun ψ : n → ℝ => ψ ⬝ᵥ hamiltonian T v *ᵥ ψ := by
    simp only [expectation_eq]
    fun_prop
  obtain ⟨φ, hφ, hmin⟩ := hc.exists_isMinOn hne hcont.continuousOn
  have hl : IsLeast (energies T v) (φ ⬝ᵥ hamiltonian T v *ᵥ φ) := by
    refine ⟨⟨φ, hφ, rfl⟩, ?_⟩
    rintro e ⟨ψ, hψ, rfl⟩
    exact hmin hψ
  rw [groundEnergy, hl.csInf_eq]
  exact hl

/-- Rayleigh-Ritz bound on a nonempty lattice, for states of any norm. -/
theorem rayleigh [Nonempty n] (T : Matrix n n ℝ) (v x : n → ℝ) :
    groundEnergy T v * (x ⬝ᵥ x) ≤ x ⬝ᵥ hamiltonian T v *ᵥ x := by
  have h0 : 0 ≤ x ⬝ᵥ x := Finset.sum_nonneg fun i _ => mul_self_nonneg (x i)
  rcases h0.eq_or_lt with h | h
  · have hx : x = 0 := dotProduct_self_eq_zero.1 h.symm
    simp [hx]
  · obtain ⟨c, hc⟩ : ∃ c : ℝ, c * (c * (x ⬝ᵥ x)) = 1 := by
      refine ⟨(Real.sqrt (x ⬝ᵥ x))⁻¹, ?_⟩
      rw [← mul_assoc, ← mul_inv, Real.mul_self_sqrt h0, inv_mul_cancel₀ h.ne']
    have hE := (groundEnergy_isLeast T v).2
      ⟨c • x, by simpa only [smul_dotProduct, dotProduct_smul, smul_eq_mul] using hc, rfl⟩
    simp only [Matrix.mulVec_smul, smul_dotProduct, dotProduct_smul, smul_eq_mul] at hE
    calc groundEnergy T v * (x ⬝ᵥ x)
        ≤ c * (c * (x ⬝ᵥ hamiltonian T v *ᵥ x)) * (x ⬝ᵥ x) :=
          mul_le_mul_of_nonneg_right hE h0
      _ = x ⬝ᵥ hamiltonian T v *ᵥ x := by
          linear_combination (x ⬝ᵥ hamiltonian T v *ᵥ x) * hc

/-- For symmetric `T`, a normalised state whose energy is the ground energy solves the
stationary Schrödinger equation. -/
theorem schrodinger_of_minimal [Nonempty n] {T : Matrix n n ℝ} (hT : T.IsSymm) (v φ : n → ℝ)
    (hφ : φ ⬝ᵥ φ = 1) (hE : φ ⬝ᵥ hamiltonian T v *ᵥ φ = groundEnergy T v) :
    hamiltonian T v *ᵥ φ = groundEnergy T v • φ := by
  have hH : (hamiltonian T v)ᵀ = hamiltonian T v := by
    rw [hamiltonian, Matrix.transpose_add, Matrix.diagonal_transpose, hT.eq]
  -- vary the state along the residual r
  obtain ⟨r, hr⟩ : ∃ r, r = hamiltonian T v *ᵥ φ - groundEnergy T v • φ := ⟨_, rfl⟩
  have hrr : r ⬝ᵥ r = r ⬝ᵥ hamiltonian T v *ᵥ φ - groundEnergy T v * (r ⬝ᵥ φ) := by
    rw [← smul_eq_mul, ← dotProduct_smul, ← dotProduct_sub, ← hr]
  have hsym : φ ⬝ᵥ hamiltonian T v *ᵥ r = r ⬝ᵥ hamiltonian T v *ᵥ φ := by
    rw [Matrix.dotProduct_mulVec, ← Matrix.mulVec_transpose, hH]
    exact dotProduct_comm _ _
  have hq : ∀ t : ℝ, 0 ≤ (r ⬝ᵥ hamiltonian T v *ᵥ r - groundEnergy T v * (r ⬝ᵥ r)) * (t * t)
      + (2 * (r ⬝ᵥ r)) * t + 0 := by
    intro t
    have h := rayleigh T v (φ + t • r)
    simp only [Matrix.mulVec_add, Matrix.mulVec_smul, add_dotProduct, dotProduct_add,
      smul_dotProduct, dotProduct_smul, smul_eq_mul] at h
    rw [hsym, hE, hφ, dotProduct_comm φ r] at h
    linear_combination h + 2 * t * hrr
  have hd := discrim_le_zero hq
  rw [discrim] at hd
  have h0 : r ⬝ᵥ r = 0 := by
    have : (r ⬝ᵥ r) ^ 2 = 0 := le_antisymm (by linarith) (sq_nonneg _)
    exact pow_eq_zero_iff (two_ne_zero) |>.1 this
  have hr0 : r = 0 := dotProduct_self_eq_zero.1 h0
  exact sub_eq_zero.1 (hr.symm.trans hr0)

end

end SchrodingerOfMinimal
```

The error:

```
Main.lean:102:4: error: ring failed, ring expressions not equal up to an additive constant
n : Type u_1
inst✝² : Fintype n
inst✝¹ : DecidableEq n
inst✝ : Nonempty n
T : Matrix n n ℝ
hT : T.IsSymm
v φ : n → ℝ
hφ : φ ⬝ᵥ φ = 1
hE : φ ⬝ᵥ hamiltonian T v *ᵥ φ = groundEnergy T v
hH : (hamiltonian T v)ᵀ = hamiltonian T v
r : n → ℝ
hr : r = hamiltonian T v *ᵥ φ - groundEnergy T v • φ
hrr : r ⬝ᵥ r = r ⬝ᵥ hamiltonian T v *ᵥ φ - groundEnergy T v * r ⬝ᵥ φ
hsym : φ ⬝ᵥ hamiltonian T v *ᵥ r = r ⬝ᵥ hamiltonian T v *ᵥ φ
t : ℝ
h :
  groundEnergy T v * (1 + t * r ⬝ᵥ φ + t * (r ⬝ᵥ φ + t * r ⬝ᵥ r)) ≤
    groundEnergy T v + t * r ⬝ᵥ hamiltonian T v *ᵥ φ + t * (r ⬝ᵥ hamiltonian T v *ᵥ φ + t * r ⬝ᵥ hamiltonian T v *ᵥ r)
⊢ -(groundEnergy T v * t * r ⬝ᵥ φ * 4) + t * r ⬝ᵥ hamiltonian T v *ᵥ φ * 4 - t * r ⬝ᵥ r * 4 ≤ 0
```

Cause. The error is a wrong sign in the `linear_combination` that proves `hq`. After the rewrites, `h` says that the quadratic with linear term 2t(r·Hφ − E r·φ) is nonnegative, while the goal has 2t(r·r) in that place. The equation `hrr` says that r·r equals r·Hφ − E r·φ, so a multiple of it can turn one into the other.

`linear_combination` subtracts the two sides of the given combination from those of the goal and leaves the rest to `ring`. Subtracting `h` leaves 2t(r·Hφ − E r·φ − r·r). Adding `2 * t * hrr` to the combination doubles this instead of cancelling it, hence the factors of 4 in the message. The remainder is in fact zero by `hrr`, but `ring1` does not use hypotheses. With `h - 2 * t * hrr` the terms cancel.

The other changes, which make `h0` the statement that the square of r·r is zero and move the `pow_eq_zero_iff` step into `hr0`, are mere tidying.

Fix (accepted with no message):

```diff
@@ -100,11 +100,9 @@
       smul_dotProduct, dotProduct_smul, smul_eq_mul] at h
     rw [hsym, hE, hφ, dotProduct_comm φ r] at h
-    linear_combination h + 2 * t * hrr
+    linear_combination h - 2 * t * hrr
   have hd := discrim_le_zero hq
   rw [discrim] at hd
-  have h0 : r ⬝ᵥ r = 0 := by
-    have : (r ⬝ᵥ r) ^ 2 = 0 := le_antisymm (by linarith) (sq_nonneg _)
-    exact pow_eq_zero_iff (two_ne_zero) |>.1 this
-  have hr0 : r = 0 := dotProduct_self_eq_zero.1 h0
+  have h0 : (r ⬝ᵥ r) ^ 2 = 0 := le_antisymm (by linarith) (sq_nonneg _)
+  have hr0 : r = 0 := dotProduct_self_eq_zero.1 ((pow_eq_zero_iff two_ne_zero).1 h0)
   exact sub_eq_zero.1 (hr.symm.trans hr0)
 
```
